# The Jonker line of a nondegenerate single band with power-law transport

## Reduced energies, the transport weight and the Seebeck coefficient

Let x be the energy of a carrier above the band edge and h the Fermi level measured from the same edge, both in units of kT. With Boltzmann statistics, which hold for a Fermi level well below the band edge, the contribution of carriers at energy x to the conductivity is taken to be

w(x) = s0 x^(r+3/2) exp(h − x), x > 0.

The power of x is that of a three-dimensional parabolic band: the squared velocity gives x, the density of states gives x^(1/2), and a relaxation time proportional to x^r gives the rest. The number r is the scattering exponent; acoustic-phonon scattering, for instance, has r = −1/2. The prefactor s0 collects what does not depend on x or h: the charge, the effective mass, the scale of the relaxation time and the temperature.

The conductivity σ and the energy moment M1 are

σ = M0 = ∫ w(x) dx, M1 = ∫ x w(x) dx,

with both integrals over x > 0. The Seebeck coefficient S is the mean of x − h with weight w:

S = (1/σ) ∫ (x − h) w(x) dx.

It is in units of k/e, and the sign of the carrier charge is left out. Logarithms are natural, and σ and s0 are numbers in one common unit of conductivity.

For s0 > 0, r > −5/2 and every real h, the result is

S = M1/M0 − h = r + 5/2 − h = r + 5/2 + log(s0 Γ(r+5/2)) − log σ.

The last form is the Jonker line: when h varies at fixed s0 and r, S plotted against log σ falls with slope −1. With electrons and holes both present, their contributions to S compete and the plot bends away from this line; the single band treated here gives only the straight part.

In Lean all parameters are real numbers, and `Ioi (0 : ℝ)` is the half-line x > 0.

```lean
import Mathlib

open MeasureTheory Set

namespace JonkerLine

noncomputable section

/-- Contribution to the conductivity of carriers at reduced energy `x > 0`, for Boltzmann
statistics, scattering exponent `r`, reduced Fermi level `h` and transport prefactor `s0`. -/
def weight (s0 r h x : ℝ) : ℝ := s0 * x ^ (r + 3 / 2) * Real.exp (h - x)

/-- The conductivity `M0`: the integral of the weight over all carrier energies. -/
def conductivity (s0 r h : ℝ) : ℝ := ∫ x in Ioi (0 : ℝ), weight s0 r h x

/-- The first energy moment `M1` of the weight. -/
def energyMoment (s0 r h : ℝ) : ℝ := ∫ x in Ioi (0 : ℝ), x * weight s0 r h x
```

The definition of `seebeck` is the physical mean. Its equality with M1/M0 − h is therefore something to prove.

```lean
/-- Seebeck coefficient in units of `k/e`, with the sign of the carrier charge left out: the mean
carrier energy measured from the Fermi level, weighted by the contribution to the conductivity. The
domain is `s0 > 0`, `r > -5/2`. -/
def seebeck (s0 r h : ℝ) : ℝ :=
  (∫ x in Ioi (0 : ℝ), (x - h) * weight s0 r h x) / conductivity s0 r h
```

## Boltzmann statistics: the factor exp(h − x)

The conductivity of a band contains the derivative −∂f/∂x of the occupation f. For a Fermi level well below the band edge, f is close to exp(h − x), and so is −∂f/∂x. This is the nondegenerate limit, and it enters as part of the definition of w, not as a hypothesis of a theorem.

By hand, it is used to pull the Fermi level out of the integrals. Since exp(h − x) = exp(h) exp(−x),

w(x) = s0 exp(h) · exp(−x) x^((r+5/2)−1).

The second factor is the integrand of Euler's integral for Γ(r+5/2). In Lean this is `weight_eq`, where `Real.exp_add` splits the exponential and the exponent r + 5/2 − 1 is simplified to r + 3/2.

```lean
/-- The weight is a multiple of the integrand of Euler's Gamma integral at `r + 5/2`. -/
theorem weight_eq (s0 r h x : ℝ) :
    weight s0 r h x = s0 * Real.exp h * (Real.exp (-x) * x ^ (r + 5 / 2 - 1)) := by
  unfold weight
  rw [sub_eq_add_neg h x, Real.exp_add, show r + 5 / 2 - 1 = r + 3 / 2 by ring]
  ring
```

With Fermi–Dirac statistics h does not factor out. The ratio M1/M0 then depends on h, and S is no longer linear in h. The theorems accept every real h, positive values included, but there they describe the Boltzmann weight and not a degenerate conductor. A Boltzmann-transport code given one parabolic band with a power-law relaxation time should approach these formulas as h becomes large and negative, which makes them a test of its nondegenerate limit.

## Energies above the band edge: x > 0

There are no band states below the edge, so the integrals start at zero. The derivation uses x > 0 when the extra factor x is absorbed into the power:

x · x^(r+3/2) = x^(r+5/2),

x w(x) = s0 exp(h) · exp(−x) x^((r+5/2+1)−1).

This is the integrand for Γ(r+5/2+1). The proof uses the hypothesis `hx : 0 < x` at the same step, in `Real.rpow_add_one`, which needs a nonzero base.

```lean
/-- The energy-weighted contribution is a multiple of the Gamma integrand at `r + 5/2 + 1`. -/
theorem mul_weight_eq (s0 r h : ℝ) {x : ℝ} (hx : 0 < x) :
    x * weight s0 r h x =
      s0 * Real.exp h * (Real.exp (-x) * x ^ (r + 5 / 2 + 1 - 1)) := by
  rw [weight_eq, show r + 5 / 2 + 1 - 1 = (r + 5 / 2 - 1) + 1 by ring,
    Real.rpow_add_one hx.ne']
  ring
```

For negative x a general real power has no physical meaning, and exp(−x) would grow without bound.

## A finite conductivity: r > −5/2

The condition on r says that slow carriers near the band edge do not carry an infinite conductivity. Near x = 0 the weight behaves like x^(r+3/2), which is integrable exactly when r + 3/2 > −1. At large x the exponential ensures convergence for any r.

Write a = r + 5/2, so that the hypothesis reads a > 0. Euler's integral then gives

σ = s0 exp(h) ∫ exp(−x) x^(a−1) dx = s0 exp(h) Γ(a).

In `conductivity_eq`, `Real.Gamma_eq_integral` turns Γ(a) into its integral, the constant is moved inside, and the two integrands agree by `weight_eq`. The hypothesis `hr` supplies a > 0.

```lean
/-- The conductivity is `s0 exp(h) Γ(r + 5/2)`. -/
theorem conductivity_eq (s0 h : ℝ) {r : ℝ} (hr : -5 / 2 < r) :
    conductivity s0 r h = s0 * Real.exp h * Real.Gamma (r + 5 / 2) := by
  unfold conductivity
  rw [Real.Gamma_eq_integral (by linarith), ← integral_const_mul]
  exact setIntegral_congr_fun measurableSet_Ioi (fun x _ => weight_eq s0 r h x)
```

For the energy moment, the same argument gives M1 = s0 exp(h) Γ(a+1). Integration by parts yields the recursion

Γ(a+1) = ∫ exp(−x) x^a dx = a ∫ exp(−x) x^(a−1) dx = a Γ(a),

where the boundary terms vanish because a > 0. Hence

M1 = a s0 exp(h) Γ(a) = (r + 5/2) σ.

For s0 > 0 the mean carrier energy, weighted by the contribution to the conductivity, is thus (r + 5/2) kT above the band edge, whatever the Fermi level. In the proof, `h1` is the Gamma form of M1, and `Real.Gamma_add_one` is the recursion.

```lean
/-- The first energy moment is `r + 5/2` times the conductivity. -/
theorem energyMoment_eq (s0 h : ℝ) {r : ℝ} (hr : -5 / 2 < r) :
    energyMoment s0 r h = (r + 5 / 2) * conductivity s0 r h := by
  have hpos : 0 < r + 5 / 2 := by linarith
  have h1 : energyMoment s0 r h = s0 * Real.exp h * Real.Gamma (r + 5 / 2 + 1) := by
    unfold energyMoment
    rw [Real.Gamma_eq_integral (by linarith), ← integral_const_mul]
    exact setIntegral_congr_fun measurableSet_Ioi (fun x hx => mul_weight_eq s0 r h hx)
  -- the recursion of the Gamma function supplies the factor `r + 5/2`
  rw [h1, conductivity_eq s0 h hr, Real.Gamma_add_one hpos.ne']
  ring
```

For r ≤ −5/2 and s0 > 0 the conductivity integral diverges and S has no meaning. Lean gives such an integral the value 0, and a quotient by 0 is again 0, so `seebeck` would return 0 there instead of r + 5/2 − h.

## A conducting band: s0 > 0

A positive prefactor means that the band conducts. The two moment formulas above hold for any real s0; positivity enters when one divides by σ and takes its logarithm. All three factors of s0 exp(h) Γ(a) are positive, so σ > 0.

```lean
/-- The conductivity is positive. -/
theorem conductivity_pos {s0 r : ℝ} (h : ℝ) (hs : 0 < s0) (hr : -5 / 2 < r) :
    0 < conductivity s0 r h := by
  rw [conductivity_eq s0 h hr]
  exact mul_pos (mul_pos hs (Real.exp_pos h)) (Real.Gamma_pos_of_pos (by linarith))
```

Both w and x w are integrable, so the integral in the definition of S may be split:

∫ (x − h) w(x) dx = M1 − h σ.

Division by σ gives S = M1/σ − h. In `seebeck_eq_moments`, `i0` and `i1` establish the two integrabilities by comparison with convergent Gamma integrals, which uses r > −5/2 again. The step `split` is the displayed equation, and `hc` says that σ is nonzero.

```lean
/-- The Seebeck coefficient is the ratio of moments `M1/M0` minus the Fermi level. -/
theorem seebeck_eq_moments {s0 r : ℝ} (h : ℝ) (hs : 0 < s0) (hr : -5 / 2 < r) :
    seebeck s0 r h = energyMoment s0 r h / conductivity s0 r h - h := by
  have i0 : IntegrableOn (fun x => weight s0 r h x) (Ioi 0) :=
    IntegrableOn.congr_fun
      (Integrable.const_mul (Real.GammaIntegral_convergent (s := r + 5 / 2) (by linarith))
        (s0 * Real.exp h))
      (fun x _ => (weight_eq s0 r h x).symm) measurableSet_Ioi
  have i1 : IntegrableOn (fun x => x * weight s0 r h x) (Ioi 0) :=
    IntegrableOn.congr_fun
      (Integrable.const_mul (Real.GammaIntegral_convergent (s := r + 5 / 2 + 1) (by linarith))
        (s0 * Real.exp h))
      (fun x hx => (mul_weight_eq s0 r h hx).symm) measurableSet_Ioi
  -- both parts converge, so the integral may be split
  have split : (∫ x in Ioi (0 : ℝ), (x - h) * weight s0 r h x) =
      energyMoment s0 r h - h * conductivity s0 r h := by
    unfold energyMoment conductivity
    rw [← integral_const_mul, ← integral_sub i1 (Integrable.const_mul i0 h)]
    simp only [sub_mul]
  have hc := (conductivity_pos h hs hr).ne'
  unfold seebeck
  rw [split, sub_div, mul_div_cancel_right₀ _ hc]
```

Inserting M1 = (r + 5/2) σ gives the first formula:

S = r + 5/2 − h.

For the second, take the logarithm of the conductivity. As s0 Γ(a) and exp(h) are positive,

log σ = log(s0 Γ(a)) + h.

Solving for h and substituting gives

S = r + 5/2 + log(s0 Γ(r+5/2)) − log σ.

The theorem `jonker_line` states both formulas, joined by `∧`. In its proof `hS` is the first formula and `hlog` the logarithm of σ; both are substituted, and the final `ring` checks the remaining algebra.

```lean
/-- Nondegenerate Seebeck coefficient and Jonker line: the Seebeck coefficient is
`r + 5/2 - h`, and it falls with unit slope against the logarithm of the conductivity. -/
theorem jonker_line {s0 r : ℝ} (h : ℝ) (hs : 0 < s0) (hr : -5 / 2 < r) :
    seebeck s0 r h = r + 5 / 2 - h ∧
    seebeck s0 r h = r + 5 / 2 + Real.log (s0 * Real.Gamma (r + 5 / 2))
      - Real.log (conductivity s0 r h) := by
  have hG : 0 < Real.Gamma (r + 5 / 2) := Real.Gamma_pos_of_pos (by linarith)
  have hS : seebeck s0 r h = r + 5 / 2 - h := by
    rw [seebeck_eq_moments h hs hr, energyMoment_eq s0 h hr,
      mul_div_cancel_right₀ _ (conductivity_pos h hs hr).ne']
  -- the logarithm of the conductivity is linear in the Fermi level
  have hlog : Real.log (conductivity s0 r h) =
      Real.log (s0 * Real.Gamma (r + 5 / 2)) + h := by
    rw [conductivity_eq s0 h hr,
      show s0 * Real.exp h * Real.Gamma (r + 5 / 2) =
        (s0 * Real.Gamma (r + 5 / 2)) * Real.exp h by ring,
      Real.log_mul (mul_pos hs hG).ne' (Real.exp_pos h).ne', Real.log_exp]
  exact ⟨hS, by rw [hS, hlog]; ring⟩
```

With s0 = 0 nothing conducts and S would be 0/0. With s0 < 0 the prefactor would still cancel from the ratio M1/M0, but a negative conductivity is unphysical and has no real logarithm.

## A prefactor that stays fixed when the doping changes

To read the Jonker line as a plot for a series of samples at one temperature, one assumes that doping moves h and leaves s0 and r alone. In `reached_iff_on_line` this assumption is visible in the order of the quantifiers: s0 and r are fixed first, and only then is a Fermi level sought. The theorem says that a pair (L, S) of log-conductivity and Seebeck coefficient occurs at some h exactly when

S = r + 5/2 + log(s0 Γ(r+5/2)) − L.

One direction is the second formula of `jonker_line`. For the other, take a point on the line and choose h = r + 5/2 − S. The first formula then returns the given S, and the second forces log σ = L. The proof makes the same choice and leaves the two linear equations to `linarith`.

```lean
/-- A pair of log-conductivity `L` and Seebeck coefficient `S` is reached at some Fermi level
exactly when it lies on the Jonker line. -/
theorem reached_iff_on_line {s0 r : ℝ} (hs : 0 < s0) (hr : -5 / 2 < r) (L S : ℝ) :
    (∃ h, Real.log (conductivity s0 r h) = L ∧ seebeck s0 r h = S) ↔
      S = r + 5 / 2 + Real.log (s0 * Real.Gamma (r + 5 / 2)) - L := by
  constructor
  · rintro ⟨h, rfl, rfl⟩
    exact (jonker_line h hs hr).2
  · intro hL
    -- the Fermi level is read off from the Seebeck coefficient
    obtain ⟨h1, h2⟩ := jonker_line (r + 5 / 2 - S) hs hr
    exact ⟨r + 5 / 2 - S, by linarith, by linarith⟩
```

The whole line is reached because h runs over all real numbers; the physically nondegenerate part is the one with h well below zero. If doping also changes the scattering strength, s0 changes from sample to sample and the points need not share a line.

Since h can be eliminated, a single pair (σ, S) determines the prefactor once r is known. From S − (r + 5/2) = −h,

σ exp(S − (r+5/2)) / Γ(r+5/2) = s0 exp(h) Γ(r+5/2) exp(−h) / Γ(r+5/2) = s0.

This is the idea behind a weighted-mobility analysis, here for a single nondegenerate band and without the conversion of s0 into a mobility. In `prefactor_from_measurement`, `hexp` is the cancellation exp(h) exp(−h) = 1, and `linear_combination` inserts it after the division by Γ has been cleared.

```lean
/-- For a known scattering exponent, the transport prefactor follows from one pair of conductivity
and Seebeck coefficient, without knowledge of the Fermi level. -/
theorem prefactor_from_measurement {s0 r : ℝ} (h : ℝ) (hs : 0 < s0) (hr : -5 / 2 < r) :
    s0 = conductivity s0 r h * Real.exp (seebeck s0 r h - (r + 5 / 2))
      / Real.Gamma (r + 5 / 2) := by
  have hG : 0 < Real.Gamma (r + 5 / 2) := Real.Gamma_pos_of_pos (by linarith)
  have hexp : Real.exp h * Real.exp (-h) = 1 := by
    rw [← Real.exp_add, add_neg_cancel, Real.exp_zero]
  rw [(jonker_line h hs hr).1, conductivity_eq s0 h hr,
    show r + 5 / 2 - h - (r + 5 / 2) = -h by ring, eq_div_iff hG.ne']
  linear_combination (-(s0 * Real.Gamma (r + 5 / 2))) * hexp
```

## One scattering exponent for both samples

Two samples with prefactors s1 and s2 and Fermi levels h1 and h2 are now compared. A common r means that the same energy dependence of scattering governs both. The Jonker line gives, for sample i = 1, 2,

S_i + log σ_i = r + 5/2 + log Γ(r+5/2) + log s_i.

The Fermi level has disappeared from the right-hand side. The two sums are therefore equal exactly when log s1 = log s2, and for positive prefactors that means s1 = s2. Equality of the sums is how `same_line_iff` expresses that both samples lie on one line of slope −1.

In the proof, `e1` and `e2` are the two Jonker formulas with the logarithm of the product split. From equal sums `linarith` obtains equal logarithms, and `Real.exp_log`, which needs `hs1` and `hs2`, recovers the prefactors. The converse is substitution.

```lean
/-- Two samples with the same scattering exponent, at any two Fermi levels, share the same
sum of Seebeck coefficient and log-conductivity exactly when their prefactors agree. -/
theorem same_line_iff {s1 s2 r : ℝ} (h1 h2 : ℝ) (hs1 : 0 < s1) (hs2 : 0 < s2)
    (hr : -5 / 2 < r) :
    seebeck s1 r h1 + Real.log (conductivity s1 r h1) =
      seebeck s2 r h2 + Real.log (conductivity s2 r h2) ↔ s1 = s2 := by
  have hG : 0 < Real.Gamma (r + 5 / 2) := Real.Gamma_pos_of_pos (by linarith)
  have e1 := (jonker_line h1 hs1 hr).2
  have e2 := (jonker_line h2 hs2 hr).2
  rw [Real.log_mul hs1.ne' hG.ne'] at e1
  rw [Real.log_mul hs2.ne' hG.ne'] at e2
  constructor
  · intro heq
    have hl : Real.log s1 = Real.log s2 := by linarith
    rw [← Real.exp_log hs1, ← Real.exp_log hs2, hl]
  · intro heq
    have hl : Real.log s1 = Real.log s2 := by rw [heq]
    linarith

end

end JonkerLine
```

If the exponents differ, the term r + 5/2 + log Γ(r+5/2) in the intercept is in general different for the two samples. A difference in r can then offset a difference in the prefactors, and a shared line no longer shows that s1 = s2.

```lean
#print axioms JonkerLine.jonker_line
#print axioms JonkerLine.reached_iff_on_line
#print axioms JonkerLine.prefactor_from_measurement
#print axioms JonkerLine.same_line_iff
```

```
'JonkerLine.jonker_line' depends on axioms: [propext, Classical.choice, Quot.sound]
'JonkerLine.reached_iff_on_line' depends on axioms: [propext, Classical.choice, Quot.sound]
'JonkerLine.prefactor_from_measurement' depends on axioms: [propext, Classical.choice, Quot.sound]
'JonkerLine.same_line_iff' depends on axioms: [propext, Classical.choice, Quot.sound]
```
